# For n-quantum transfer through the n-th power of an oscillator's coordinate, the harmonic quantum correction is exact at n = 1 and too small for n ≥ 2

## Can one factor $Q(n\beta\hbar\omega)$ correct an $n$-quantum rate?

A vibrationally excited molecule relaxes by giving $n$ quanta to a single harmonic mode of its surroundings, of frequency $\omega$. I have the bath spectrum from a classical simulation, and I multiply it by the harmonic quantum correction factor at the energy transferred. With $x=\beta\hbar\omega$ and $Q(x)=x/(1-e^{-x})$, that factor is $Q(nx)$. I believe that, for coupling through the $n$-th power of the coordinate, the correct factor is $Q(x)^n$, so that $Q(nx)$ is right for $n=1$ but falls short for $n\ge2$, by a factor that grows without bound as $n$ increases. Can this be made rigorous, with a proof that a machine has checked?

## The factor is $Q(x)^n$, and $Q(nx)$ falls behind it

Yes, for one harmonic mode. Take $\hbar=1$ and $x=\beta\omega>0$.

**The two averages.** The $n$-th power of the coordinate takes level $k$ to level $k+n$ only through $n$ raising steps. Up to constants, the squared matrix element is
$$(k+1)\cdots(k+n)=\frac{(k+n)!}{k!}=n!\binom{k+n}{n}.$$
With $y=e^{-x}$, the negative binomial series gives $\sum_k\binom{k+n}{n}y^k=(1-y)^{-(n+1)}$, and the partition function is $(1-y)^{-1}$. The thermal average is therefore $n!/(1-e^{-x})^n$.

Classically, the matrix element is replaced by the Fourier coefficient of the $n$-th power of the coordinate at frequency $n\omega$. Its square is $u^n$ up to the same constants, where $u>0$ is the action in units of $\hbar$. Since $\int_0^\infty u^n e^{-xu}\,du=n!/x^{n+1}$ and the normalisation is $1/x$, the average is $n!/x^n$. The quantum average is $Q(x)^n$ times this.

**The inequality.** Let $g(u)=(2+u)e^{-u}+u$. Then $g'(u)=1-(1+u)e^{-u}>0$ for $u>0$, because $1+u<e^u$. Hence $g(a)>g(0)=2$ for $a>0$, which rearranges to
$$(2+a)(1-e^{-a})<2a.$$
For $a,b>0$ write $A=1-e^{-a}$ and $B=1-e^{-b}$, so that $1-e^{-(a+b)}=A+B-AB$. Multiply $2a-(2+a)A>0$ by $bB$, multiply $2b-(2+b)B>0$ by $aA$, add, and halve:
$$ab(A+B-AB)>(a+b)AB.$$
This is $Q(a+b)<Q(a)Q(b)$. Setting $a=b=x$ gives $Q(2x)<Q(x)^2$, and induction through $Q((n+1)x)<Q(nx)Q(x)<Q(x)^{n+1}$ gives $Q(nx)<Q(x)^n$ for all $n\ge2$.

**The divergence.** Since $1-e^{-x}<x$, we have $Q(x)>1$, and $s=\sqrt{Q(x)}>1$. Bernoulli's inequality gives $s^n\ge 1+n(s-1)\ge n(s-1)$, so $Q(x)^n\ge n^2(s-1)^2$. For $n\ge1$, $1-e^{-nx}\ge1-e^{-x}$ gives $Q(nx)\le nQ(x)$. Therefore
$$\frac{Q(x)^n}{Q(nx)}\ge n\,\frac{(s-1)^2}{Q(x)}\to\infty.$$

**What the Lean theorem says.** The real number `x` is $\beta\omega$, and `hx : 0 < x` means positive frequency and finite positive temperature. `ladderStrength n k` is the product above. `thermalAverage` is a ratio of infinite sums over levels; the zero-point energy is omitted because it cancels. `classicalAverage` is a ratio of integrals over the action, and `harmonicFactor` is $Q$.

The final theorem, `multiphonon_quantum_correction`, has four parts for every $x>0$:

- the quantum average equals $Q(x)^n$ times the classical one, for every natural $n$;
- for $n=1$ the factor is $Q(x)$;
- for $n\ge2$ the estimate with $Q(nx)$ is strictly too small;
- the ratio of the exact average to that estimate tends to infinity with $n$.

The file starts from the level strengths and their classical counterpart. It contains no operators, correlation functions or golden-rule derivation, and it treats neither anharmonicity nor quanta shared among several modes.

```lean
import Mathlib

open Filter

namespace MultiphononQuantumCorrection

noncomputable section

/-- The product (k+1)(k+2)…(k+n): the squared matrix element of the n-th power of the
raising operator between oscillator levels k and k+n. -/
def ladderStrength (n k : ℕ) : ℝ := ∏ i ∈ Finset.range n, ((k : ℝ) + i + 1)

/-- Boltzmann average over the levels k of a harmonic oscillator with x = βω. -/
def thermalAverage (x : ℝ) (f : ℕ → ℝ) : ℝ :=
  (∑' k : ℕ, f k * Real.exp (-(x * k))) / ∑' k : ℕ, Real.exp (-(x * k))

/-- Classical Boltzmann average over the continuous action u > 0 (in units of ħ) of a
harmonic oscillator with x = βω. -/
def classicalAverage (x : ℝ) (f : ℝ → ℝ) : ℝ :=
  (∫ u in Set.Ioi (0 : ℝ), f u * Real.exp (-(x * u))) /
    ∫ u in Set.Ioi (0 : ℝ), Real.exp (-(x * u))

/-- The harmonic quantum correction factor Q(x) = x / (1 - exp(-x)). -/
def harmonicFactor (x : ℝ) : ℝ := x / (1 - Real.exp (-x))

lemma one_sub_exp_pos {x : ℝ} (hx : 0 < x) : 0 < 1 - Real.exp (-x) := by
  have h : Real.exp (-x) < 1 := Real.exp_lt_one_iff.2 (by linarith)
  linarith

/-- The ladder product is n! times the binomial coefficient of k+n over n. -/
theorem ladderStrength_eq (n k : ℕ) :
    ladderStrength n k = (n.factorial : ℝ) * ((k + n).choose n : ℝ) := by
  have h1 : ladderStrength n k * (k.factorial : ℝ) = ((k + n).factorial : ℝ) := by
    unfold ladderStrength
    induction n with
    | zero => simp
    | succ n ih =>
      have h : (k + (n + 1)).factorial = (k + n + 1) * (k + n).factorial :=
        Nat.factorial_succ (k + n)
      rw [Finset.prod_range_succ, h]
      push_cast
      rw [← ih]
      ring
  have h2 := Nat.choose_mul_factorial_mul_factorial (Nat.le_add_left n k)
  rw [Nat.add_sub_cancel] at h2
  have h3 : ((k + n).choose n : ℝ) * (n.factorial : ℝ) * (k.factorial : ℝ)
      = ((k + n).factorial : ℝ) := by exact_mod_cast h2
  have hk : (k.factorial : ℝ) ≠ 0 := by exact_mod_cast Nat.factorial_ne_zero k
  apply mul_right_cancel₀ hk
  rw [h1, ← h3]
  ring

/-- The thermal average of (k+1)…(k+n) is n! / (1 - exp(-x))^n. -/
theorem thermalAverage_ladder {x : ℝ} (hx : 0 < x) (n : ℕ) :
    thermalAverage x (ladderStrength n) = n.factorial / (1 - Real.exp (-x)) ^ n := by
  have hpos := one_sub_exp_pos hx
  have hne : 1 - Real.exp (-x) ≠ 0 := hpos.ne'
  have hr : ‖Real.exp (-x)‖ < 1 := by
    rw [Real.norm_of_nonneg (Real.exp_pos _).le]
    linarith
  have hb : ∀ k : ℕ, Real.exp (-(x * k)) = Real.exp (-x) ^ k := by
    intro k
    rw [← Real.exp_nat_mul]
    congr 1
    ring
  -- the negative binomial series gives the numerator
  have h1 := (hasSum_choose_mul_geometric_of_norm_lt_one n hr).mul_left (n.factorial : ℝ)
  have e : (fun k : ℕ => ladderStrength n k * Real.exp (-(x * k))) =
      fun k : ℕ => (n.factorial : ℝ) * (((k + n).choose n : ℝ) * Real.exp (-x) ^ k) := by
    funext k
    rw [ladderStrength_eq, hb]
    ring
  -- the geometric series gives the partition function
  have h0 := hasSum_geometric_of_lt_one (Real.exp_pos (-x)).le (by linarith)
  have e0 : (fun k : ℕ => Real.exp (-(x * k))) = fun k : ℕ => Real.exp (-x) ^ k :=
    funext hb
  unfold thermalAverage
  rw [e, e0, h1.tsum_eq, h0.tsum_eq, pow_succ]
  field_simp

/-- The classical thermal average of the n-th power of the action is n! / x^n. -/
theorem classicalAverage_pow {x : ℝ} (hx : 0 < x) (n : ℕ) :
    classicalAverage x (fun u => u ^ n) = n.factorial / x ^ n := by
  have key : ∀ m : ℕ, ∫ u in Set.Ioi (0 : ℝ), u ^ m * Real.exp (-(x * u))
      = m.factorial / x ^ (m + 1) := by
    intro m
    have h := Real.integral_rpow_mul_exp_neg_mul_Ioi (a := (m : ℝ) + 1) (by positivity) hx
    have e : (1 / x) ^ ((m : ℝ) + 1) = (1 / x) ^ (m + 1) := by
      exact_mod_cast Real.rpow_natCast (1 / x) (m + 1)
    rw [e, Real.Gamma_nat_eq_factorial] at h
    simp only [add_sub_cancel_right, Real.rpow_natCast] at h
    rw [h, one_div, inv_pow, div_eq_mul_inv, mul_comm]
  have h0 := key 0
  simp only [pow_zero, one_mul, Nat.factorial_zero, Nat.cast_one, zero_add, pow_one] at h0
  simp only [classicalAverage]
  rw [key n, h0, pow_succ]
  field_simp

/-- For a > 0, (2 + a)(1 - exp(-a)) < 2a. -/
lemma two_add_mul_lt {a : ℝ} (ha : 0 < a) : (2 + a) * (1 - Real.exp (-a)) < 2 * a := by
  have hd : ∀ u : ℝ, HasDerivAt (fun u : ℝ => (2 + u) * Real.exp (-u) + u)
      (1 - (1 + u) * Real.exp (-u)) u := by
    intro u
    have h1 : HasDerivAt (fun u : ℝ => 2 + u) 1 u := (hasDerivAt_id' u).const_add 2
    have h2 : HasDerivAt (fun u : ℝ => Real.exp (-u)) (Real.exp (-u) * -1) u :=
      (hasDerivAt_id' u).fun_neg.exp
    exact ((h1.fun_mul h2).fun_add (hasDerivAt_id' u)).congr_deriv (by ring)
  have hm : StrictMonoOn (fun u : ℝ => (2 + u) * Real.exp (-u) + u) (Set.Ici 0) := by
    apply strictMonoOn_of_deriv_pos (convex_Ici 0)
    · exact fun u _ => (hd u).continuousAt.continuousWithinAt
    · intro u hu
      rw [interior_Ici] at hu
      have hu' : 0 < u := hu
      rw [(hd u).deriv]
      have h := mul_lt_mul_of_pos_right (Real.add_one_lt_exp hu'.ne') (Real.exp_pos (-u))
      rw [← Real.exp_add, add_neg_cancel, Real.exp_zero] at h
      linarith
  have h0 := hm (Set.mem_Ici.2 le_rfl) (Set.mem_Ici.2 ha.le) ha
  simp only [neg_zero, Real.exp_zero] at h0
  linarith

/-- The harmonic factor is strictly submultiplicative on positive arguments: Q(a + b) < Q(a) Q(b)
for a, b > 0. -/
theorem harmonicFactor_add_lt {a b : ℝ} (ha : 0 < a) (hb : 0 < b) :
    harmonicFactor (a + b) < harmonicFactor a * harmonicFactor b := by
  have hA := one_sub_exp_pos ha
  have hB := one_sub_exp_pos hb
  have hAB := one_sub_exp_pos (add_pos ha hb)
  have e : Real.exp (-(a + b)) = Real.exp (-a) * Real.exp (-b) := by
    rw [← Real.exp_add]
    congr 1
    ring
  unfold harmonicFactor
  rw [div_mul_div_comm, div_lt_div_iff₀ hAB (mul_pos hA hB), e]
  nlinarith [mul_pos (mul_pos ha hA) (sub_pos.2 (two_add_mul_lt hb)),
    mul_pos (mul_pos hb hB) (sub_pos.2 (two_add_mul_lt ha))]

/-- For x > 0 and two or more quanta, Q(nx) is strictly smaller than Q(x)^n. -/
theorem harmonicFactor_mul_lt_pow {x : ℝ} (hx : 0 < x) {n : ℕ} (hn : 2 ≤ n) :
    harmonicFactor (n * x) < harmonicFactor x ^ n := by
  have hQ : 0 < harmonicFactor x := div_pos hx (one_sub_exp_pos hx)
  induction n, hn using Nat.le_induction with
  | base =>
    have e : ((2 : ℕ) : ℝ) * x = x + x := by push_cast; ring
    rw [e, pow_two]
    exact harmonicFactor_add_lt hx hx
  | succ n hn ih =>
    have e : ((n + 1 : ℕ) : ℝ) * x = n * x + x := by push_cast; ring
    have hn0 : (0 : ℝ) < n := by exact_mod_cast (by omega : 0 < n)
    rw [e, pow_succ]
    exact (harmonicFactor_add_lt (mul_pos hn0 hx) hx).trans (mul_lt_mul_of_pos_right ih hQ)

/-- For x > 0, the ratio Q(x)^n / Q(nx) tends to infinity with the number n of quanta. -/
theorem tendsto_pow_div_harmonicFactor {x : ℝ} (hx : 0 < x) :
    Tendsto (fun n : ℕ => harmonicFactor x ^ n / harmonicFactor (n * x)) atTop atTop := by
  have hpos := one_sub_exp_pos hx
  have hQ : 0 < harmonicFactor x := div_pos hx hpos
  have hQ1 : 1 < harmonicFactor x := by
    unfold harmonicFactor
    rw [one_lt_div hpos]
    have h := Real.add_one_lt_exp (neg_ne_zero.2 hx.ne')
    linarith
  obtain ⟨s, hs, hss⟩ : ∃ s : ℝ, 1 < s ∧ s * s = harmonicFactor x :=
    ⟨Real.sqrt (harmonicFactor x), by rw [Real.lt_sqrt zero_le_one]; linarith,
      Real.mul_self_sqrt hQ.le⟩
  have hc : 0 < (s - 1) ^ 2 / harmonicFactor x := div_pos (pow_pos (by linarith) 2) hQ
  refine tendsto_atTop_mono' atTop ?_ (tendsto_natCast_atTop_atTop.atTop_mul_const hc)
  filter_upwards [eventually_ge_atTop 1] with n hn
  have hn1 : (1 : ℝ) ≤ n := by exact_mod_cast hn
  have hnx : 0 < (n : ℝ) * x := mul_pos (by linarith) hx
  have hQn : 0 < harmonicFactor (n * x) := div_pos hnx (one_sub_exp_pos hnx)
  -- Q(nx) grows at most linearly in n
  have hlin : harmonicFactor (n * x) ≤ n * harmonicFactor x := by
    unfold harmonicFactor
    rw [← mul_div_assoc]
    apply div_le_div_of_nonneg_left hnx.le hpos
    have h : Real.exp (-(n * x)) ≤ Real.exp (-x) := Real.exp_le_exp.2 (by nlinarith)
    linarith
  -- Bernoulli's inequality for the square root of Q(x): quadratic growth of Q(x)^n
  have hbern : (n : ℝ) * (s - 1) ≤ s ^ n := by
    have h := one_add_mul_le_pow (a := s - 1) (by linarith) n
    rw [add_sub_cancel] at h
    linarith
  have hnon : 0 ≤ (n : ℝ) * (s - 1) := mul_nonneg (by linarith) (by linarith)
  rw [le_div_iff₀ hQn]
  calc (n : ℝ) * ((s - 1) ^ 2 / harmonicFactor x) * harmonicFactor (n * x)
      ≤ n * ((s - 1) ^ 2 / harmonicFactor x) * (n * harmonicFactor x) :=
        mul_le_mul_of_nonneg_left hlin (mul_nonneg (by linarith) hc.le)
    _ = (n * (s - 1)) ^ 2 := by field_simp
    _ ≤ (s ^ n) ^ 2 := pow_le_pow_left₀ hnon hbern 2
    _ = harmonicFactor x ^ n := by rw [← hss, mul_pow]; ring

/-- The thermal n-quantum strength is Q(x)^n times its classical value. The harmonic
estimate, Q(nx) times the classical value, is exact for n = 1, too small for every n ≥ 2,
and too small by a factor that tends to infinity with n. -/
theorem multiphonon_quantum_correction {x : ℝ} (hx : 0 < x) :
    (∀ n : ℕ, thermalAverage x (ladderStrength n) =
      harmonicFactor x ^ n * classicalAverage x (fun u => u ^ n)) ∧
    thermalAverage x (ladderStrength 1) =
      harmonicFactor x * classicalAverage x (fun u => u ^ 1) ∧
    (∀ n : ℕ, 2 ≤ n → harmonicFactor (n * x) * classicalAverage x (fun u => u ^ n) <
      thermalAverage x (ladderStrength n)) ∧
    Tendsto (fun n : ℕ => thermalAverage x (ladderStrength n) /
      (harmonicFactor (n * x) * classicalAverage x (fun u => u ^ n))) atTop atTop := by
  have hcl : ∀ n : ℕ, 0 < classicalAverage x (fun u => u ^ n) := by
    intro n
    rw [classicalAverage_pow hx]
    positivity
  have hmain : ∀ n : ℕ, thermalAverage x (ladderStrength n) =
      harmonicFactor x ^ n * classicalAverage x (fun u => u ^ n) := by
    intro n
    have hne := (one_sub_exp_pos hx).ne'
    rw [thermalAverage_ladder hx, classicalAverage_pow hx, harmonicFactor, div_pow]
    field_simp
  refine ⟨hmain, ?_, ?_, ?_⟩
  · have h := hmain 1
    rwa [pow_one (harmonicFactor x)] at h
  · intro n hn
    rw [hmain n]
    exact mul_lt_mul_of_pos_right (harmonicFactor_mul_lt_pow hx hn) (hcl n)
  · -- the classical value cancels from the ratio
    refine (tendsto_pow_div_harmonicFactor hx).congr ?_
    intro n
    rw [hmain n, mul_div_mul_right _ _ (hcl n).ne']

end

end MultiphononQuantumCorrection
```

```lean
#print axioms MultiphononQuantumCorrection.multiphonon_quantum_correction
```

```
'MultiphononQuantumCorrection.multiphonon_quantum_correction' depends on axioms: [propext, Classical.choice, Quot.sound]
```

**How the proof follows the calculation.** `ladderStrength_eq` proves the binomial form by multiplying through by $k!$ and using induction on $n$. `thermalAverage_ladder` rewrites the Boltzmann weights as powers of $e^{-x}$ and applies Mathlib's negative binomial and geometric series. `classicalAverage_pow` obtains its integrals from the Gamma function, with the case $m=0$ serving as the normalisation.

In `two_add_mul_lt`, `hd` computes $g'$ and `hm` turns its positivity into strict monotonicity. `harmonicFactor_add_lt` clears the denominators and hands `nlinarith` exactly the two positive products that were added above. `harmonicFactor_mul_lt_pow` is the induction starting at $n=2$.

In `tendsto_pow_div_harmonicFactor`, `hlin` is the linear bound on $Q(nx)$, `hbern` is Bernoulli's inequality, and the `calc` block combines them into the lower bound linear in $n$. This bound is enough for divergence but is not the true rate: $Q(x)^n$ grows exponentially, because $Q(x)>1$, while $Q(nx)$ grows only linearly. The final theorem substitutes the closed forms and cancels the positive classical average from the ratio.

**In a rate calculation.** The result bears on vibrational relaxation rates from classical simulation when the accepting bath is modelled as one harmonic mode coupled through the $n$-th power of its coordinate. A calculation that uses the harmonic correction Fourier transforms the classical force autocorrelation function, reads it at the transition frequency $\Omega$, and multiplies by $\beta\hbar\Omega/(1-e^{-\beta\hbar\Omega})$. If $\Omega=n\omega$, this is $Q(nx)$; the factor $Q(x)^n$ also needs the number of quanta as input. For $x=5$ and $n=3$, the two factors are about $15.0$ and $127.6$, so the harmonic estimate is low by a factor of about $8.5$.

**Where the hypotheses matter.** Without $n\ge2$ the strict inequality fails at $n=1$, where both factors equal $Q(x)$. Without $x>0$, take $x=0$: every level has weight $1$, so the partition function diverges and there is no thermal average. Even with $Q(0)$ set to its limiting value $1$, the ratio $Q(0)^n/Q(0)$ is $1$ for every $n$, and the divergence is lost.
